# The one-dimensional square well: its matching conditions always allow an even level, and an odd one exactly when a√V0 > π/2 (ħ²/2m = 1)

I would like to describe a bound state of a square well by two positive numbers instead of a wavefunction: the wavenumber K inside the well and the decay constant γ outside. The well has half-width a > 0 and depth V0 > 0, so K² + γ² = V0 in units with ħ²/2m = 1. Textbooks read the levels off a graph: there is always an even one, but an odd one appears only when a√V0 exceeds π/2. Can this be proved without the picture, and checked by machine in Lean 4 with Mathlib?

## From the wavefunction to two equations in K and γ

Yes. The pair (K, γ) carries all the information needed, once the matching at the well edge has been done by hand. Let the potential be −V0 for |x| < a and 0 outside, and write the energy as E = −γ². The Schrödinger equation becomes

ψ″ = −K²ψ inside, ψ″ = γ²ψ outside, with K² = V0 − γ².

K² must be positive. Otherwise the inner even or odd solution would have ψ′/ψ ≥ 0 at x = a, while the decaying outer solution has ψ′/ψ = −γ < 0.

For x > 0, an even state is A cos(Kx) inside and B e^(−γx) outside. Continuity of ψ and ψ′ at a gives

A cos(Ka) = B e^(−γa)
A K sin(Ka) = γ B e^(−γa)

and eliminating B leaves

K sin(Ka) = γ cos(Ka).

With A sin(Kx) inside, the same elimination gives the odd condition

K cos(Ka) + γ sin(Ka) = 0.

Conversely, if either condition holds, setting A = 1 and reading B from the continuity of ψ gives a bound state.

## One phase equation for both parities

Both conditions are cases of

K sin(Ka − c) = γ cos(Ka − c).

Shifting the phase by nπ multiplies sine and cosine by the same sign (−1)ⁿ, so c = nπ gives the even condition. Since sin(x − π/2) = −cos x and cos(x − π/2) = sin x, c = nπ + π/2 gives the odd one. Here n = 0, 1, 2, …, and the levels are sought in the window c < Ka < c + π/2.

**Existence, if c < a√V0.** Put K = √V0 cos θ and γ = √V0 sin θ with 0 < θ < π/2. The energy relation then holds, and the shifted condition becomes sin(Ka − c − θ) = 0. It is enough to solve Ka − c = θ, that is,

a√V0 cos θ − θ = c.

The left side is continuous and runs from a√V0 at θ = 0 to −π/2 at θ = π/2. Since 0 ≤ c < a√V0, it takes the value c strictly in between.

**Uniqueness.** Suppose (K, γ) and (L, η) are two levels in the same window with K < L. The energy relation gives η < γ. Let x = Ka − c and y = La − c, so 0 < x < y < π/2 and sin(y − x) > 0. But the two matching conditions give

KL sin(y − x) = KL (sin y cos x − cos y sin x)
= Kη cos y cos x − Lγ cos y cos x
= −(Lγ − Kη) cos x cos y < 0,

a contradiction. So K = L, and then γ = η because both are positive.

**Absence, if a√V0 ≤ c.** Since γ > 0, K < √V0, so Ka < a√V0 ≤ c and the window cannot be reached.

**No levels elsewhere.** Suppose a solution has 0 ≤ Ka − c < π. At Ka − c = 0 the condition would read 0 = γ. For Ka − c in [π/2, π) its left side is positive and its right side is not. Hence Ka − c lies in (0, π/2). For an even level, choosing n as the integer part of Ka/π puts the phase in this range. For an odd level, Ka ≥ π/2 is needed first: below π/2 both terms of the odd condition are positive. Then n is the integer part of (Ka − π/2)/π.

The lowest even window has c = 0 < a√V0, so an even level always exists. Any odd level lies in a window with π/2 ≤ c < a√V0, and if π/2 < a√V0 the first odd window is occupied.

## The well in Lean

```lean
import Mathlib

open Real

namespace SquareWellLevels

/-- The inner wavenumber `K` and outer decay constant `γ` are positive and satisfy `K² + γ² = V0`,
in units with `ħ²/2m = 1`. -/
def OnShell (V0 K γ : ℝ) : Prop := 0 < K ∧ 0 < γ ∧ K ^ 2 + γ ^ 2 = V0

/-- Matching condition at the well edge `a` for an even state. -/
def EvenCondition (a K γ : ℝ) : Prop := K * sin (K * a) = γ * cos (K * a)

/-- Matching condition at the well edge `a` for an odd state. -/
def OddCondition (a K γ : ℝ) : Prop := K * cos (K * a) + γ * sin (K * a) = 0

/-- The even matching condition with the inner phase `K a` reduced by `c`. -/
def ShiftedCondition (a c K γ : ℝ) : Prop :=
  K * sin (K * a - c) = γ * cos (K * a - c)

/-- The even condition is unchanged when the inner phase is reduced by `n π`. -/
theorem even_iff_shifted (a : ℝ) (n : ℕ) (K γ : ℝ) :
    EvenCondition a K γ ↔ ShiftedCondition a (n * π) K γ := by
  unfold EvenCondition ShiftedCondition
  rw [Real.sin_sub_nat_mul_pi, Real.cos_sub_nat_mul_pi]
  have e : (-1 : ℝ) ^ n * (-1) ^ n = 1 := by rw [← mul_pow]; norm_num
  constructor
  · intro h
    linear_combination (-1 : ℝ) ^ n * h
  · intro h
    linear_combination (-1 : ℝ) ^ n * h - (K * sin (K * a) - γ * cos (K * a)) * e

/-- The odd condition is the even one with the inner phase reduced by `n π + π/2`. -/
theorem odd_iff_shifted (a : ℝ) (n : ℕ) (K γ : ℝ) :
    OddCondition a K γ ↔ ShiftedCondition a (n * π + π / 2) K γ := by
  unfold OddCondition ShiftedCondition
  rw [show K * a - (n * π + π / 2) = (K * a - π / 2) - n * π by ring,
    Real.sin_sub_nat_mul_pi, Real.cos_sub_nat_mul_pi,
    Real.sin_sub_pi_div_two, Real.cos_sub_pi_div_two]
  have e : (-1 : ℝ) ^ n * (-1) ^ n = 1 := by rw [← mul_pow]; norm_num
  constructor
  · intro h
    linear_combination -(-1 : ℝ) ^ n * h
  · intro h
    linear_combination -(-1 : ℝ) ^ n * h - (K * cos (K * a) + γ * sin (K * a)) * e

/-- The phase equation `b cos θ = c + θ` has a solution strictly between `0` and `π/2`
when `0 ≤ c < b`. -/
theorem phase_equation {b c : ℝ} (hc : 0 ≤ c) (hcb : c < b) :
    ∃ θ : ℝ, 0 < θ ∧ θ < π / 2 ∧ b * cos θ = c + θ := by
  have hf : ContinuousOn (fun θ : ℝ => b * cos θ - θ) (Set.Icc 0 (π / 2)) := by fun_prop
  have hm : c ∈ Set.Ioo (b * cos (π / 2) - π / 2) (b * cos 0 - 0) := by
    rw [Real.cos_pi_div_two, Real.cos_zero]
    constructor <;> linarith [Real.pi_pos]
  obtain ⟨θ, ⟨h1, h2⟩, h3⟩ := intermediate_value_Ioo' (by positivity) hf hm
  have h4 : b * cos θ - θ = c := h3
  exact ⟨θ, h1, h2, by linarith⟩

/-- For `a > 0` and `c ≥ 0`, the phase window of width `π/2` above `c` holds exactly one solution of
the shifted condition that also satisfies `OnShell` if `c < a √V0`, and none otherwise. -/
theorem shifted_level {a c : ℝ} (V0 : ℝ) (ha : 0 < a) (hc : 0 ≤ c) :
    (c < a * √V0 → ∃! p : ℝ × ℝ, OnShell V0 p.1 p.2 ∧ ShiftedCondition a c p.1 p.2 ∧
      p.1 * a ∈ Set.Ioo c (c + π / 2)) ∧
    (a * √V0 ≤ c → ¬ ∃ p : ℝ × ℝ, OnShell V0 p.1 p.2 ∧ ShiftedCondition a c p.1 p.2 ∧
      p.1 * a ∈ Set.Ioo c (c + π / 2)) := by
  -- two levels in one window: the sine of their phase difference would have both signs
  have key : ∀ K γ L η : ℝ, OnShell V0 K γ → OnShell V0 L η →
      ShiftedCondition a c K γ → ShiftedCondition a c L η →
      K * a ∈ Set.Ioo c (c + π / 2) → L * a ∈ Set.Ioo c (c + π / 2) → ¬ K < L := by
    rintro K γ L η ⟨hK, hγ, hV⟩ ⟨hL, hη, hW⟩ h h' ⟨hx1, hx2⟩ ⟨hy1, hy2⟩ hlt
    unfold ShiftedCondition at h h'
    have hηγ : η < γ := lt_of_pow_lt_pow_left₀ 2 hγ.le
      (by nlinarith [mul_pos (sub_pos.2 hlt) (add_pos hK hL)])
    have h1 : 0 < cos (K * a - c) :=
      Real.cos_pos_of_mem_Ioo ⟨by linarith [Real.pi_pos], by linarith⟩
    have h2 : 0 < cos (L * a - c) :=
      Real.cos_pos_of_mem_Ioo ⟨by linarith [Real.pi_pos], by linarith⟩
    have hm : K * a < L * a := mul_lt_mul_of_pos_right hlt ha
    have hs : 0 < sin ((L * a - c) - (K * a - c)) :=
      Real.sin_pos_of_pos_of_lt_pi (by linarith) (by linarith [Real.pi_pos])
    rw [Real.sin_sub] at hs
    have hid : K * L * (sin (L * a - c) * cos (K * a - c) - cos (L * a - c) * sin (K * a - c))
        = -((L * γ - K * η) * (cos (K * a - c) * cos (L * a - c))) := by
      linear_combination K * cos (K * a - c) * h' - L * cos (L * a - c) * h
    have hd : 0 < L * γ - K * η := by
      nlinarith [mul_pos (sub_pos.2 hlt) hγ, mul_pos hK (sub_pos.2 hηγ)]
    have p1 := mul_pos (mul_pos hK hL) hs
    have p2 := mul_pos hd (mul_pos h1 h2)
    linarith
  constructor
  · intro hlt
    have hq : 0 < √V0 := pos_of_mul_pos_right (lt_of_le_of_lt hc hlt) ha.le
    have hsq : √V0 ^ 2 = V0 := Real.sq_sqrt (Real.sqrt_pos.1 hq).le
    obtain ⟨K, γ, hs, hcond, hw⟩ : ∃ K γ : ℝ, OnShell V0 K γ ∧ ShiftedCondition a c K γ ∧
        K * a ∈ Set.Ioo c (c + π / 2) := by
      -- polar angle on the circle K² + γ² = V0
      obtain ⟨θ, h0, h1, h2⟩ := phase_equation hc hlt
      have hph : √V0 * cos θ * a - c = θ := by linear_combination h2
      refine ⟨√V0 * cos θ, √V0 * sin θ, ⟨?_, ?_, ?_⟩, ?_, ?_, ?_⟩
      · exact mul_pos hq (Real.cos_pos_of_mem_Ioo ⟨by linarith, h1⟩)
      · exact mul_pos hq (Real.sin_pos_of_pos_of_lt_pi h0 (by linarith))
      · linear_combination √V0 ^ 2 * Real.sin_sq_add_cos_sq θ + hsq
      · unfold ShiftedCondition
        rw [hph]
        ring
      · linarith
      · linarith
    refine ⟨(K, γ), ⟨hs, hcond, hw⟩, ?_⟩
    rintro ⟨L, η⟩ ⟨hs', hcond', hw'⟩
    have hLK : L = K := le_antisymm
      (not_lt.1 (key K γ L η hs hs' hcond hcond' hw hw'))
      (not_lt.1 (key L η K γ hs' hs hcond' hcond hw' hw))
    obtain ⟨_, hγ, hV⟩ := hs
    obtain ⟨_, hη, hW⟩ := hs'
    dsimp only at hη hW
    rw [hLK] at hW
    have hηγ : η = γ := (sq_eq_sq₀ hη.le hγ.le).1 (by linarith)
    rw [hLK, hηγ]
  · rintro hle ⟨⟨K, γ⟩, ⟨_, hγ, hV⟩, _, hw, _⟩
    dsimp only at hγ hV hw
    have hK : K < √V0 := Real.lt_sqrt_of_sq_lt (by nlinarith [pow_pos hγ 2])
    nlinarith [mul_lt_mul_of_pos_right hK ha]

/-- A solution of the shifted condition with `K, γ > 0` and reduced phase in `[0, π)` has that phase
in `(0, π/2)`. -/
theorem shifted_window {a c K γ : ℝ} (hK : 0 < K) (hγ : 0 < γ)
    (h : ShiftedCondition a c K γ) (h1 : c ≤ K * a) (h2 : K * a < c + π) :
    K * a ∈ Set.Ioo c (c + π / 2) := by
  unfold ShiftedCondition at h
  constructor
  · refine lt_of_le_of_ne h1 fun he => ?_
    rw [← he, sub_self, Real.sin_zero, Real.cos_zero] at h
    linarith
  · by_contra hn
    have hn' := not_lt.1 hn
    have hs : 0 < sin (K * a - c) :=
      Real.sin_pos_of_pos_of_lt_pi (by linarith [Real.pi_pos]) (by linarith)
    have hc : cos (K * a - c) ≤ 0 :=
      Real.cos_nonpos_of_pi_div_two_le_of_le (by linarith) (by linarith [Real.pi_pos])
    nlinarith [mul_pos hK hs, mul_nonneg hγ.le (neg_nonneg.2 hc)]

/-- There is exactly one even level with `K a` between `n π` and `n π + π/2` if `n π < a √V0`,
and none otherwise. -/
theorem even_level {a : ℝ} (V0 : ℝ) (ha : 0 < a) (n : ℕ) :
    (n * π < a * √V0 → ∃! p : ℝ × ℝ, OnShell V0 p.1 p.2 ∧ EvenCondition a p.1 p.2 ∧
      p.1 * a ∈ Set.Ioo (n * π) (n * π + π / 2)) ∧
    (a * √V0 ≤ n * π → ¬ ∃ p : ℝ × ℝ, OnShell V0 p.1 p.2 ∧ EvenCondition a p.1 p.2 ∧
      p.1 * a ∈ Set.Ioo (n * π) (n * π + π / 2)) := by
  simp only [even_iff_shifted a n]
  exact shifted_level V0 ha (by positivity)

/-- There is exactly one odd level with `K a` between `n π + π/2` and `n π + π` if
`n π + π/2 < a √V0`, and none otherwise. -/
theorem odd_level {a : ℝ} (V0 : ℝ) (ha : 0 < a) (n : ℕ) :
    (n * π + π / 2 < a * √V0 → ∃! p : ℝ × ℝ, OnShell V0 p.1 p.2 ∧ OddCondition a p.1 p.2 ∧
      p.1 * a ∈ Set.Ioo (n * π + π / 2) (n * π + π / 2 + π / 2)) ∧
    (a * √V0 ≤ n * π + π / 2 → ¬ ∃ p : ℝ × ℝ, OnShell V0 p.1 p.2 ∧ OddCondition a p.1 p.2 ∧
      p.1 * a ∈ Set.Ioo (n * π + π / 2) (n * π + π / 2 + π / 2)) := by
  simp only [odd_iff_shifted a n]
  exact shifted_level V0 ha (by positivity)

/-- Every even level has `K a` between `n π` and `n π + π/2` for some natural `n`. -/
theorem even_window {a V0 K γ : ℝ} (ha : 0 < a) (hs : OnShell V0 K γ)
    (h : EvenCondition a K γ) : ∃ n : ℕ, K * a ∈ Set.Ioo (n * π) (n * π + π / 2) := by
  obtain ⟨hK, hγ, _⟩ := hs
  have h0 : 0 ≤ K * a / π := by positivity
  have h1 := (le_div_iff₀ Real.pi_pos).1 (Nat.floor_le h0)
  have h2 := (div_lt_iff₀ Real.pi_pos).1 (Nat.lt_floor_add_one (K * a / π))
  exact ⟨_, shifted_window hK hγ ((even_iff_shifted a _ K γ).1 h) h1 (by linarith)⟩

/-- Every odd level has `K a` between `n π + π/2` and `n π + π` for some natural `n`. -/
theorem odd_window {a V0 K γ : ℝ} (ha : 0 < a) (hs : OnShell V0 K γ)
    (h : OddCondition a K γ) :
    ∃ n : ℕ, K * a ∈ Set.Ioo (n * π + π / 2) (n * π + π / 2 + π / 2) := by
  obtain ⟨hK, hγ, _⟩ := hs
  have hKa : 0 < K * a := mul_pos hK ha
  -- below π/2 both terms of the odd condition are positive
  have hge : π / 2 ≤ K * a := by
    by_contra hn
    have hn' := not_le.1 hn
    have hsin := Real.sin_pos_of_pos_of_lt_pi hKa (by linarith [Real.pi_pos])
    have hcos := Real.cos_pos_of_mem_Ioo ⟨by linarith [Real.pi_pos], hn'⟩
    unfold OddCondition at h
    linarith [mul_pos hK hcos, mul_pos hγ hsin]
  have h0 : 0 ≤ (K * a - π / 2) / π := div_nonneg (by linarith) Real.pi_pos.le
  have h1 := (le_div_iff₀ Real.pi_pos).1 (Nat.floor_le h0)
  have h2 := (div_lt_iff₀ Real.pi_pos).1 (Nat.lt_floor_add_one ((K * a - π / 2) / π))
  exact ⟨⌊(K * a - π / 2) / π⌋₊, shifted_window hK hγ
    ((odd_iff_shifted a ⌊(K * a - π / 2) / π⌋₊ K γ).1 h) (by linarith) (by linarith)⟩

/-- For `a > 0` and `V0 > 0`, some pair `K, γ` satisfies `OnShell` and the even matching condition,
and some pair satisfies `OnShell` and the odd one if and only if `a √V0 > π/2`. -/
theorem square_well_bound_states {a V0 : ℝ} (ha : 0 < a) (hV : 0 < V0) :
    (∃ K γ : ℝ, OnShell V0 K γ ∧ EvenCondition a K γ) ∧
    ((∃ K γ : ℝ, OnShell V0 K γ ∧ OddCondition a K γ) ↔ π / 2 < a * √V0) := by
  refine ⟨?_, ?_, ?_⟩
  · have hpos : 0 < a * √V0 := mul_pos ha (Real.sqrt_pos.2 hV)
    obtain ⟨p, ⟨h1, h2, _⟩, _⟩ := (even_level V0 ha 0).1 (by simpa using hpos)
    exact ⟨p.1, p.2, h1, h2⟩
  · rintro ⟨K, γ, hs, h⟩
    obtain ⟨n, hn⟩ := odd_window ha hs h
    by_contra hle
    have hnπ : 0 ≤ (n : ℝ) * π := by positivity
    exact (odd_level V0 ha n).2 (by linarith [not_lt.1 hle]) ⟨(K, γ), hs, h, hn⟩
  · intro hlt
    obtain ⟨p, ⟨h1, h2, _⟩, _⟩ := (odd_level V0 ha 0).1 (by simpa using hlt)
    exact ⟨p.1, p.2, h1, h2⟩

end SquareWellLevels
```

```lean
#print axioms SquareWellLevels.even_window
-- 'SquareWellLevels.even_window' depends on axioms: [propext, Classical.choice, Quot.sound]
#print axioms SquareWellLevels.square_well_bound_states
-- 'SquareWellLevels.square_well_bound_states' depends on axioms: [propext, Classical.choice, Quot.sound]
```

## What the theorems say about the well

`OnShell V0 K γ` contains the energy relation and the two strict signs K > 0 and γ > 0. `EvenCondition` and `OddCondition` are the two matching equations, written without tangents, so no division by a vanishing cosine occurs.

The final theorem, `square_well_bound_states`, assumes `0 < a` and `0 < V0`. Its first part gives real K and γ satisfying `OnShell` and the even condition. Its second part says that such numbers exist for the odd condition if and only if `π / 2 < a * √V0`.

`even_level` and `odd_level` are sharper. For each natural number n they give exactly one pair `p : ℝ × ℝ` in the window when its lower edge is below a√V0, and none otherwise; `p.1` is K and `p.2` is γ. `even_window` and `odd_window` add that every level lies in one of these windows.

The Schrödinger equation and the wavefunctions are not in the file: the passage from ψ to the matching conditions is the derivation above. The model is one non-interacting particle in a well with flat bottom and sharp, symmetric walls. Within that restriction the odd condition is also the s-wave condition for a spherical well of radius a and depth V0, because the radial function rψ vanishes at the origin.

A mistake that slips in readily is to weaken K > 0 to K ≥ 0. Then K = 0, γ = √V0 solves the odd condition for every well, although the corresponding sin(Kx) is identically zero, and the threshold disappears. Allowing γ = 0 does subtler damage: it admits a non-normalisable state whenever a√V0 is a positive integer multiple of π/2, and at a√V0 = π/2 itself this makes the stated threshold for an odd level false.

## How the proof follows the derivation

`even_iff_shifted` and `odd_iff_shifted` carry out the phase shifts. After the trigonometric rewriting, `linear_combination` multiplies the equation by (−1)ⁿ for the even condition and by −(−1)ⁿ for the odd one; the reverse directions also use that (−1)ⁿ squares to 1.

`phase_equation` is the intermediate value argument, with b standing for a√V0. The open-interval version `intermediate_value_Ioo'` is used, which gives θ strictly between 0 and π/2 and hence strictly positive K and γ.

`shifted_level` treats a general c ≥ 0. Its internal statement `key` is the uniqueness argument: `hηγ` is η < γ, `hs` is the positive sine, and `hid` is the displayed identity, obtained by multiplying the condition for (L, η) by K cos x and the condition for (K, γ) by L cos y, and subtracting. The existence part inserts the polar form of K and γ. Applying `key` in both orders excludes K < L and L < K, after which equal squares give equal decay constants. The last branch derives K < √V0 and contradicts the lower edge of the window.

`shifted_window` is the sign argument for reduced phases in [0, π). `even_window` and `odd_window` supply n through the floor function, and `odd_window` first proves Ka ≥ π/2 in the step `hge`.

`even_level` and `odd_level` rewrite their conditions into shifted form and apply `shifted_level`. The final theorem takes both existence statements from n = 0. For the converse it places a given odd level in its window with `odd_window`; if a√V0 were at most π/2, the absence half of `odd_level` would rule that level out.
